# Real orthonormal orbitals filling d sites have uniform total density and a contact self-interaction sum between 1 and d

Take two sites and two electrons of the same spin. One choice places each orbital on its own site. Another mixes these two orbitals by an angle $\theta$, which gives the amplitudes $(\cos\theta,\sin\theta)$ and $(-\sin\theta,\cos\theta)$. The orbital densities are then $(\cos^2\theta,\sin^2\theta)$ and $(\sin^2\theta,\cos^2\theta)$, and they add up to one on each site for every $\theta$. The sum of the squared orbital densities does change:

$$2(\cos^4\theta+\sin^4\theta)=2(1-2\sin^2\theta\cos^2\theta)=2-\sin^2 2\theta .$$

It is 2 for the localised orbitals at $\theta=0$ and 1 for the evenly spread ones at $\theta=\pi/4$. Yet both choices give the same Slater determinant and so describe the same two-electron state: neither the total density nor any other observable can tell them apart.

The same happens on any number $d\ge 2$ of sites, while a single site leaves nothing to mix. The bounds derived below hold for every $d\ge 1$. This bears on self-interaction corrections that are evaluated orbital by orbital: in a completely filled, finite, one-spin model with real orbitals and a contact interaction, such a correction can depend on the choice of orbitals even though the density does not.

## Orbitals on sites and their self-interaction

Let $O$ be a real $d\times d$ matrix whose entry $O_{ij}$ is the amplitude of orbital $j$ on site $i$. The orbitals are the columns and the sites are the rows. In the code both are labelled by one finite type `n`, so there are as many orbitals as sites. No Hamiltonian and no lattice geometry enters.

```lean
import Mathlib

open Matrix

namespace ContactSelfInteraction

noncomputable section

variable {n : Type*} [Fintype n] [DecidableEq n]
```

The density of orbital $j$ on site $i$ is

$$\rho_j(i)=O_{ij}^2 .$$

The Lean function takes the orbital first, so $\rho_j(i)$ is `orbitalDensity O j i`, while the matrix entry is `O i j`.

```lean
/-- The density of orbital `j` on site `i`: the square of the real amplitude `O i j`. -/
def orbitalDensity (O : Matrix n n ℝ) (j i : n) : ℝ := O i j ^ 2
```

Each orbital holds one electron, and the total density is $\rho(i)=\sum_j\rho_j(i)$.

```lean
/-- The total density on site `i`, with every orbital singly occupied. -/
def totalDensity (O : Matrix n n ℝ) (i : n) : ℝ := ∑ j, orbitalDensity O j i
```

With a contact repulsion of strength $U$, the Hartree energy of orbital $j$ with itself is $\tfrac{U}{2}\sum_i\rho_j(i)^2$. Summed over the orbitals this is $\tfrac{U}{2}S$, with

$$S=\sum_j\sum_i\rho_j(i)^2=\sum_{i,j}O_{ij}^4 .$$

The definition keeps $S$ and leaves out the prefactor. The exchange-correlation part of a full self-interaction correction is not modelled.

```lean
/-- The contact self-interaction, without its prefactor `U/2`: the squared density of each orbital,
summed over sites and orbitals. -/
def contactSI (O : Matrix n n ℝ) : ℝ := ∑ j, ∑ i, orbitalDensity O j i ^ 2
```

## The total density is one on every site

Orthonormality of the orbitals means $O^{T}O=1$, and for a square matrix this is the same as $OO^{T}=1$. The diagonal entry of the second equation at site $i$ reads

$$\sum_j O_{ij}O_{ij}=1,$$

which is $\rho(i)=1$.

In Mathlib the hypothesis is membership in `Matrix.orthogonalGroup n ℝ`, the unitary group over the reals, where conjugation does nothing. The proof takes the equation $OO^{T}=1$ from `Matrix.mem_unitaryGroup_iff`, evaluates it at the entry $(i,i)$ and expands the matrix product.

```lean
/-- Orthonormal orbitals that fill the whole site space have total density one on every site. -/
theorem totalDensity_eq_one {O : Matrix n n ℝ} (hO : O ∈ Matrix.orthogonalGroup n ℝ) (i : n) :
    totalDensity O i = 1 := by
  have h := congrFun (congrFun (Matrix.mem_unitaryGroup_iff.1 hO) i) i
  rw [Matrix.mul_apply, Matrix.one_apply_eq] at h
  simpa [totalDensity, orbitalDensity, sq, Matrix.star_apply] using h
```

Summing over the sites gives the number of electrons:

$$\sum_j\sum_i\rho_j(i)=\sum_i\rho(i)=d .$$

The code exchanges the two sums and then uses the previous theorem on each site. The number $d$ appears as `Fintype.card n`.

```lean
/-- For orthonormal orbitals that fill the whole site space, the orbital densities, summed over all
orbitals and sites, give the number of sites. -/
theorem sum_orbitalDensity {O : Matrix n n ℝ} (hO : O ∈ Matrix.orthogonalGroup n ℝ) :
    ∑ j, ∑ i, orbitalDensity O j i = (Fintype.card n : ℝ) := by
  rw [Finset.sum_comm]
  calc ∑ i, ∑ j, orbitalDensity O j i = ∑ _i : n, (1 : ℝ) :=
        Finset.sum_congr rfl (fun i _ => totalDensity_eq_one hO i)
    _ = (Fintype.card n : ℝ) := by simp
```

## Two exact expressions for the distance to the bounds

Write $d$ as the sum of all orbital densities and subtract $S$ term by term:

$$d-S=\sum_{j,i}\bigl(\rho_j(i)-\rho_j(i)^2\bigr)=\sum_{j,i}\rho_j(i)\bigl(1-\rho_j(i)\bigr).$$

```lean
/-- For orthonormal orbitals that fill the whole site space, the number of sites minus the
self-interaction is the sum of `ρ (1 - ρ)` over all orbital densities `ρ`. -/
theorem card_sub_contactSI {O : Matrix n n ℝ} (hO : O ∈ Matrix.orthogonalGroup n ℝ) :
    (Fintype.card n : ℝ) - contactSI O
      = ∑ j, ∑ i, orbitalDensity O j i * (1 - orbitalDensity O j i) := by
  rw [← sum_orbitalDensity hO]
  simp only [contactSI, mul_sub, mul_one, Finset.sum_sub_distrib, sq]
```

For the lower end, compare each density with a constant $c$. There are $d^2$ terms, so

$$\sum_{j,i}\bigl(\rho_j(i)-c\bigr)^2=S-2cd+d^2c^2 .$$

With $c=1/d$ the right-hand side is $S-2+1=S-1$. The excess of $S$ over one is thus the summed squared deviation of the orbital densities from the evenly spread value.

The proof follows the same route. Its inner statement `key` holds for any $c$ with $dc=1$, and `linear_combination` closes it through $(1-dc)(dc-1)=-1+2cd-d^2c^2$. The value $1/d$ is inserted only at the end, where `[Nonempty n]` guarantees $d\neq 0$.

```lean
/-- For orthonormal orbitals that fill a nonempty site space, the excess of the self-interaction
over one is the summed squared deviation of the orbital densities from the evenly spread value. -/
theorem contactSI_sub_one [Nonempty n] {O : Matrix n n ℝ}
    (hO : O ∈ Matrix.orthogonalGroup n ℝ) :
    contactSI O - 1 = ∑ j, ∑ i, (orbitalDensity O j i - 1 / (Fintype.card n : ℝ)) ^ 2 := by
  have key : ∀ c : ℝ, (Fintype.card n : ℝ) * c = 1 →
      contactSI O - 1 = ∑ j, ∑ i, (orbitalDensity O j i - c) ^ 2 := by
    intro c hc
    have h : ∀ j i, (orbitalDensity O j i - c) ^ 2
        = orbitalDensity O j i ^ 2 - 2 * c * orbitalDensity O j i + c ^ 2 := by
      intro j i
      ring
    simp only [contactSI, h, Finset.sum_add_distrib, Finset.sum_sub_distrib, ← Finset.mul_sum,
      sum_orbitalDensity hO, Finset.sum_const, Finset.card_univ, nsmul_eq_mul]
    linear_combination (1 - (Fintype.card n : ℝ) * c) * hc
  have hd : (Fintype.card n : ℝ) ≠ 0 := by exact_mod_cast Fintype.card_ne_zero
  exact key _ (mul_one_div_cancel hd)
```

## From a vanishing sum to vanishing terms

Both identities have the form "distance equals a sum of nonnegative terms". Nonnegativity gives the inequalities. The equality cases need one more fact: if a finite sum of nonnegative terms is zero, every term is zero.

Mathlib has this as `Finset.sum_eq_zero_iff_of_nonneg`, an equivalence for a single sum. Here the sum is double, so the lemma is used twice. In the first use the "terms" are the inner sums over sites, which are nonnegative by `Finset.sum_nonneg`; the result is that the inner sum of each orbital $j$ vanishes. The second use works inside that sum and gives $f_j(i)=0$ for each site $i$. The suffix `.1` selects the direction from the vanishing sum to the vanishing terms.

The lemma is stated for an arbitrary nonnegative function `f`. It therefore serves both ends: $f=\rho(1-\rho)$ at the upper bound and $f=(\rho-1/d)^2$ at the lower one. Because the distances were derived as equations, equality in a bound says directly that the corresponding sum is zero.

```lean
omit [DecidableEq n] in
private lemma term_eq_zero {f : n → n → ℝ} (hf : ∀ j i, 0 ≤ f j i)
    (h : ∑ j, ∑ i, f j i = 0) (j i : n) : f j i = 0 := by
  have h1 := (Finset.sum_eq_zero_iff_of_nonneg
    (fun j _ => Finset.sum_nonneg (fun i _ => hf j i))).1 h j (Finset.mem_univ j)
  exact (Finset.sum_eq_zero_iff_of_nonneg (fun i _ => hf j i)).1 h1 i (Finset.mem_univ i)
```

## The bounds, and localisation at the upper one

An orbital density is a square, so it is nonnegative. It is also one of the nonnegative terms in $\rho(i)=1$, so it is at most one:

$$0\le\rho_j(i)\le 1 .$$

Every term $\rho_j(i)(1-\rho_j(i))$ is then nonnegative, and $S\le d$. The squares in the other identity give $S\ge 1$.

If $S=d$, every term $\rho_j(i)(1-\rho_j(i))$ vanishes. Either $O_{ij}^2=0$ and the amplitude is zero, or $O_{ij}^2=1$, so that $(O_{ij}-1)(O_{ij}+1)=0$ and the amplitude is $1$ or $-1$. Conversely, if every amplitude is $0$, $1$ or $-1$, every term vanishes and $S=d$. Since rows and columns are normalised, each orbital then sits on a single site and each site carries a single orbital.

The theorem states four things about any orthogonal matrix on a finite nonempty set of sites: the total density is one everywhere, $S$ is at least one, $S$ is at most $d$, and $S=d$ holds exactly when all entries are $0$, $1$ or $-1$. Nonemptiness matters for the lower bound, because with no sites $S$ would be zero. For $d=1$ the matrix is $(1)$ or $(-1)$, the two bounds coincide, and $S=1$.

In the proof, `h0` and `h1` are the two inequalities for the densities, and `hn` is the nonnegativity of their product. `Finset.single_le_sum` supplies the step from one orbital to the total density. The last two bullets are the two directions of the equivalence, the first of them through `term_eq_zero`.

```lean
/-- For orthonormal real orbitals filling `d ≥ 1` sites the total density is one on every site,
while the contact self-interaction lies between `1` and `d` and equals `d` exactly when every
amplitude is `0`, `1` or `-1`. -/
theorem contactSI_bounds [Nonempty n] {O : Matrix n n ℝ}
    (hO : O ∈ Matrix.orthogonalGroup n ℝ) :
    (∀ i, totalDensity O i = 1) ∧ 1 ≤ contactSI O ∧ contactSI O ≤ (Fintype.card n : ℝ) ∧
      (contactSI O = (Fintype.card n : ℝ) ↔ ∀ i j, O i j = 0 ∨ O i j = 1 ∨ O i j = -1) := by
  have h0 : ∀ j i, 0 ≤ orbitalDensity O j i := fun j i => sq_nonneg (O i j)
  -- no orbital density exceeds the total density on its site
  have h1 : ∀ j i, orbitalDensity O j i ≤ 1 := by
    intro j i
    rw [← totalDensity_eq_one hO i]
    exact Finset.single_le_sum (f := fun j => orbitalDensity O j i)
      (fun j _ => h0 j i) (Finset.mem_univ j)
  have hn : ∀ j i, 0 ≤ orbitalDensity O j i * (1 - orbitalDensity O j i) :=
    fun j i => mul_nonneg (h0 j i) (sub_nonneg.2 (h1 j i))
  have hgap := card_sub_contactSI hO
  refine ⟨totalDensity_eq_one hO, ?_, ?_, ?_, ?_⟩
  · have hs : 0 ≤ contactSI O - 1 := by
      rw [contactSI_sub_one hO]
      exact Finset.sum_nonneg (fun j _ => Finset.sum_nonneg (fun i _ => sq_nonneg _))
    linarith
  · have hs : 0 ≤ (Fintype.card n : ℝ) - contactSI O := by
      rw [hgap]
      exact Finset.sum_nonneg (fun j _ => Finset.sum_nonneg (fun i _ => hn j i))
    linarith
  · -- at the upper bound every density is zero or one
    intro h i j
    rw [h, sub_self] at hgap
    have hz := term_eq_zero hn hgap.symm j i
    unfold orbitalDensity at hz
    rcases mul_eq_zero.1 hz with h2 | h2
    · exact Or.inl (pow_eq_zero_iff two_ne_zero |>.1 h2)
    · have h3 : (O i j - 1) * (O i j + 1) = 0 := by linear_combination -h2
      rcases mul_eq_zero.1 h3 with h4 | h4
      · exact Or.inr (Or.inl (by linarith))
      · exact Or.inr (Or.inr (by linarith))
  · intro h
    have hs : (Fintype.card n : ℝ) - contactSI O = 0 := by
      rw [hgap]
      refine Finset.sum_eq_zero (fun j _ => Finset.sum_eq_zero (fun i _ => ?_))
      rcases h i j with h2 | h2 | h2 <;> simp [orbitalDensity, h2]
    linarith
```

## Evenly spread orbitals at the lower bound

If $S=1$, every deviation $(\rho_j(i)-1/d)^2$ vanishes, so $O_{ij}^2=1/d$ for all $i$ and $j$. Conversely, if all squared amplitudes equal $1/d$, the sum of deviations is zero and $S=1$.

This characterises the matrices that reach the lower bound without saying whether there are any for a given $d$. Two sites and three sites give different answers.

```lean
/-- For orthonormal real orbitals that fill a nonempty site space, the self-interaction equals one
exactly when every orbital is spread evenly over all sites. -/
theorem contactSI_eq_one_iff [Nonempty n] {O : Matrix n n ℝ}
    (hO : O ∈ Matrix.orthogonalGroup n ℝ) :
    contactSI O = 1 ↔ ∀ i j, O i j ^ 2 = 1 / (Fintype.card n : ℝ) := by
  have hgap := contactSI_sub_one hO
  constructor
  · intro h i j
    rw [h, sub_self] at hgap
    have hz := term_eq_zero (fun j i => sq_nonneg _) hgap.symm j i
    exact sub_eq_zero.1 (pow_eq_zero_iff two_ne_zero |>.1 hz)
  · intro h
    have hs : contactSI O - 1 = 0 := by
      rw [hgap]
      refine Finset.sum_eq_zero (fun j _ => Finset.sum_eq_zero (fun i _ => ?_))
      simp [orbitalDensity, h i j]
    linarith
```

## Two sites reach both bounds

The opening example, written as a matrix with orbitals as columns, is

$$O(\theta)=\begin{pmatrix}\cos\theta&-\sin\theta\\ \sin\theta&\cos\theta\end{pmatrix}.$$

```lean
/-- Two orbitals on two sites, mixed by the angle `θ`. -/
def rotation (θ : ℝ) : Matrix (Fin 2) (Fin 2) ℝ :=
  !![Real.cos θ, -Real.sin θ; Real.sin θ, Real.cos θ]
```

The theorem confirms for every real $\theta$ that this matrix is orthogonal and that $S=2-\sin^2 2\theta$. Setting $\theta=0$ gives the upper bound 2, and $\theta=\pi/4$ gives the lower bound 1.

Orthogonality is checked entry by entry. For the value of $S$, the code first reduces the sum to $2\cos^4\theta+2\sin^4\theta$ and replaces $\sin 2\theta$ by $2\sin\theta\cos\theta$. What remains is

$$2(\sin^2\theta+\cos^2\theta)^2-2=0,$$

which `linear_combination` obtains as a multiple of $\sin^2\theta+\cos^2\theta-1=0$.

```lean
/-- The mixed two-site orbitals are orthonormal, and their self-interaction is
`2 - sin² (2θ)`. -/
theorem contactSI_rotation (θ : ℝ) :
    rotation θ ∈ Matrix.orthogonalGroup (Fin 2) ℝ ∧
      contactSI (rotation θ) = 2 - Real.sin (2 * θ) ^ 2 := by
  have h := Real.sin_sq_add_cos_sq θ
  constructor
  · refine Matrix.mem_unitaryGroup_iff.2 ?_
    ext i j
    fin_cases i <;> fin_cases j <;>
      simp [rotation, Matrix.mul_apply, Fin.sum_univ_two, Matrix.star_apply] <;> nlinarith [h]
  · have hs : contactSI (rotation θ)
        = 2 * (Real.cos θ ^ 2) ^ 2 + 2 * (Real.sin θ ^ 2) ^ 2 := by
      simp [contactSI, orbitalDensity, rotation, Fin.sum_univ_two]
      ring
    rw [hs, Real.sin_two_mul]
    linear_combination 2 * (Real.sin θ ^ 2 + Real.cos θ ^ 2 + 1) * h
```

## Three sites never reach the lower bound

Suppose $S=1$ for $d=3$. Then every squared amplitude is $1/3$. Number the sites 0, 1 and 2, as Lean does, and consider the products $p_k=O_{0k}O_{1k}$, one for each orbital $k$. Each satisfies $p_k^2=1/9$, and orthogonality of the first two rows requires

$$p_0+p_1+p_2=0 .$$

From $p_0+p_1=-p_2$ it follows by squaring that

$$2p_0p_1=p_2^2-p_0^2-p_1^2=-\tfrac19,$$

so $p_0p_1=-\tfrac1{18}$ and $(p_0p_1)^2=\tfrac1{324}$. But $(p_0p_1)^2=p_0^2p_1^2=\tfrac1{81}$, a contradiction. Hence $S>1$ for every real orthogonal $3\times3$ matrix. The theorem gives the strict inequality and not the smallest value that $S$ takes.

The step relies on real amplitudes. Complex plane waves on a three-site ring have squared magnitude $1/3$ on every site, but they do not fall under the hypothesis.

In the code, `key` is the contradiction for three numbers $a,b,c$ in place of $p_0,p_1,p_2$. The hypothesis `hs` comes from the characterisation of $S=1$, `hp` gives the squared products, and `h01` is the entry $(0,1)$ of $OO^{T}=1$.

```lean
/-- On three sites the self-interaction of real orthonormal orbitals is always strictly greater
than one. -/
theorem one_lt_contactSI_three {O : Matrix (Fin 3) (Fin 3) ℝ}
    (hO : O ∈ Matrix.orthogonalGroup (Fin 3) ℝ) : 1 < contactSI O := by
  -- three real numbers of magnitude 1/3 cannot sum to zero
  have key : ∀ a b c : ℝ, a ^ 2 = 1 / 9 → b ^ 2 = 1 / 9 → c ^ 2 = 1 / 9 →
      a + b + c = 0 → False := by
    intro a b c ha hb hc h
    have hab : a * b = -1 / 18 := by
      linear_combination (a + b - c) / 2 * h + hc / 2 - ha / 2 - hb / 2
    have h2 : (a * b) ^ 2 = 1 / 9 * (1 / 9) := by rw [mul_pow, ha, hb]
    rw [hab] at h2
    norm_num at h2
  refine lt_of_le_of_ne (contactSI_bounds hO).2.1 (fun h => ?_)
  have hs := (contactSI_eq_one_iff hO).1 h.symm
  have hp : ∀ k, (O 0 k * O 1 k) ^ 2 = 1 / 9 := by
    intro k
    rw [mul_pow, hs 0 k, hs 1 k, Fintype.card_fin]
    norm_num
  -- orthogonality of the first two rows
  have h01 := congrFun (congrFun (Matrix.mem_unitaryGroup_iff.1 hO) 0) 1
  simp [Matrix.mul_apply, Fin.sum_univ_three, Matrix.star_apply] at h01
  exact key _ _ _ (hp 0) (hp 1) (hp 2) h01

end

end ContactSelfInteraction
```

```lean
#print axioms ContactSelfInteraction.contactSI_bounds
-- 'ContactSelfInteraction.contactSI_bounds' depends on axioms: [propext, Classical.choice, Quot.sound]
#print axioms ContactSelfInteraction.contactSI_rotation
-- 'ContactSelfInteraction.contactSI_rotation' depends on axioms: [propext, Classical.choice, Quot.sound]
#print axioms ContactSelfInteraction.one_lt_contactSI_three
-- 'ContactSelfInteraction.one_lt_contactSI_three' depends on axioms: [propext, Classical.choice, Quot.sound]
```
